# A no-slip disc admits no dipolar Stokes flow with nonzero finite velocity at infinity

## From potential flow to the four-term stream function

Start with the plane potential flow of a uniform stream, without circulation, past a disc of radius a > 0. Its stream function is ψ = f(r) sin θ, where r and θ are polar coordinates about the centre, and

f(r) = C r + D/r.

The velocity components are f(r) cos θ / r along the radius and −f'(r) sin θ around the disc. An impermeable wall needs f(a) = 0, so D = −C a². The slope at the wall is then f'(a) = C − D/a² = 2C. If the fluid must also stick to the wall, C = 0 and the flow is gone. Two wall conditions meet two coefficients, and nothing is left to carry the stream.

Viscous flow has more freedom. The steady Stokes equation for the stream function is ΔΔψ = 0, and for this angular dependence it adds two terms to f, in r³ and r log r. The claim is that they do not help: if f(a) = f'(a) = 0 and f(r)/r tends to a finite U, then U = 0 and f vanishes for all r ≥ a. Here U is the velocity of the uniform stream far away, whose stream function is U r sin θ.

For electrons in a two-dimensional conductor, this means that a linear viscous model without momentum relaxation in the bulk has no steady dipolar flow that tends to a nonzero uniform velocity far from a single no-slip impurity disc. No-slip is the idealisation that the electron fluid is at rest at the rim.

**The radial equation.** On u(r) sin θ the Laplacian acts as

L u = u'' + u'/r − u/r².

If L u = 0, two combinations are constant:

P = u' + u/r, with P' = L u = 0,

Q = r(u − r u'), with Q' = −r² L u = 0.

Eliminating u' gives u = (P/2) r + (Q/2)/r, which is C r + D/r with C = P/2 and D = Q/2.

Now write Δψ = w(r) sin θ. The Stokes equation says L w = 0, so w = α r + β/r for constants α and β. Since

L(r³) = 8r and L(r log r) = 2/r,

the function (α/8) r³ + (β/2) r log r is a particular solution of L f = w. The remainder satisfies L u = 0, hence

f(r) = A r³ + B r log r + C r + D/r, with A = α/8 and B = β/2.

**The condition at infinity.** Let g(r) = f(r)/r = A r² + B log r + C + D/r². Comparing the radii r and 2r removes C and turns the logarithm into a constant:

g(2r) − g(r) = 3A r² + B log 2 − 3D/(4r²).

If g has a finite limit, the left side tends to 0. The last term also tends to 0, so 3A r² + B log 2 → 0. Dividing by r² gives A = 0, and then B log 2 = 0 gives B = 0. What remains is the potential flow of the opening, which the wall conditions remove.

## The stream function and the Stokes system in Lean

The four-term function and its slope are defined as explicit formulas.

```lean
import Mathlib

open Filter Topology Set

namespace StokesParadox

noncomputable section

/-- The four-term dipolar radial stream function `A r³ + B r log r + C r + D / r`,
for radii `r > 0`. -/
def stream (A B C D r : ℝ) : ℝ :=
  A * r ^ 3 + B * (r * Real.log r) + C * r + D / r

/-- The radial slope `3 A r² + B (log r + 1) + C - D / r²`, for radii `r > 0`. -/
def streamSlope (A B C D r : ℝ) : ℝ :=
  3 * A * r ^ 2 + B * (Real.log r + 1) + C - D / r ^ 2
```

The equation itself is a first-order system for four real functions. The names `f'` and `w'` are ordinary identifiers; the fields of the structure make them the derivatives of `f` and `w`. The field `laplace_f` is L f = w solved for f'', and `laplace_w` is L w = 0 solved for w''. Derivatives are taken within `Ici a`, the half-line r ≥ a, so they are one-sided at the wall and require nothing of the functions inside the disc.

The structure describes a single angular component, sin θ. Other angular components, inertia and momentum relaxation are absent from the model, and pressure has already been eliminated.

```lean
/-- Dipolar Stokes flow on `r ≥ a`, for `a > 0`: with `ψ = f(r) sin θ`, the fields say that
`Δψ = w(r) sin θ` and `Δ(w(r) sin θ) = 0`, where `f'` and `w'` are the radial derivatives
of `f` and `w`. -/
structure IsDipolarStokes (a : ℝ) (f f' w w' : ℝ → ℝ) : Prop where
  deriv_f : ∀ r, a ≤ r → HasDerivWithinAt f (f' r) (Ici a) r
  laplace_f : ∀ r, a ≤ r →
    HasDerivWithinAt f' (w r - f' r / r + f r / r ^ 2) (Ici a) r
  deriv_w : ∀ r, a ≤ r → HasDerivWithinAt w (w' r) (Ici a) r
  laplace_w : ∀ r, a ≤ r →
    HasDerivWithinAt w' (-(w' r) / r + w r / r ^ 2) (Ici a) r
```

## Derivatives and the two first integrals

The next two theorems differentiate the formulas by the sum, product and quotient rules; `congr_deriv` replaces the derivative so obtained by the simplified one.

```lean
/-- At every radius `r > 0` the derivative of the four-term stream function is its slope. -/
theorem hasDerivAt_stream (A B C D : ℝ) {r : ℝ} (hr : 0 < r) :
    HasDerivAt (stream A B C D) (streamSlope A B C D r) r := by
  have h0 : r ≠ 0 := hr.ne'
  have h3 : HasDerivAt (fun x : ℝ => x ^ 3) (3 * r ^ 2) r := by
    simpa using hasDerivAt_pow 3 r
  have hid : HasDerivAt (fun x : ℝ => x) 1 r := hasDerivAt_id' r
  have h : HasDerivAt (stream A B C D)
      (A * (3 * r ^ 2) + B * (1 * Real.log r + r * r⁻¹) + C * 1
        + (0 * r - D * 1) / r ^ 2) r :=
    (((h3.const_mul A).add ((hid.mul (Real.hasDerivAt_log h0)).const_mul B)).add
      (hid.const_mul C)).add ((hasDerivAt_const r D).div hid h0)
  refine h.congr_deriv ?_
  rw [mul_inv_cancel₀ h0, streamSlope]
  ring

/-- At every radius `r > 0` the slope has derivative `6 A r + B / r + 2 D / r³`. -/
theorem hasDerivAt_streamSlope (A B C D : ℝ) {r : ℝ} (hr : 0 < r) :
    HasDerivAt (streamSlope A B C D) (6 * A * r + B / r + 2 * D / r ^ 3) r := by
  have h0 : r ≠ 0 := hr.ne'
  have h2 : HasDerivAt (fun x : ℝ => x ^ 2) (2 * r) r := by
    simpa using hasDerivAt_pow 2 r
  have h : HasDerivAt (streamSlope A B C D)
      (3 * A * (2 * r) + B * r⁻¹ - (0 * r ^ 2 - D * (2 * r)) / (r ^ 2) ^ 2) r :=
    (((h2.const_mul (3 * A)).add
      (((Real.hasDerivAt_log h0).add_const 1).const_mul B)).add_const C).sub
      ((hasDerivAt_const r D).div h2 (pow_ne_zero 2 h0))
  refine h.congr_deriv ?_
  field_simp
  ring
```

The equation L u = 0 is solved next. In the code, `hP` and `hQ` state that P and Q keep their wall values, and the last lines recover u and u' from them.

The device that makes this work is Mathlib's `constant_of_has_deriv_right_zero`. It says that a function continuous on a closed interval, with zero right derivative at every point except the right end, equals its value at the left end throughout. The local statement `const` applies it on the interval from `a` to `r`. The first use of `mono` restricts continuity to the closed interval; the second restricts the derivative within `Ici a` to a right derivative at each x ≥ a. The wall therefore needs no special treatment, and no uniqueness theorem for differential equations is invoked.

```lean
/-- For `a > 0`, a solution of `u'' + u'/r - u/r² = 0` on `r ≥ a` is `C r + D / r`,
with slope `C - D / r²`. -/
theorem harmonic_dipole {a : ℝ} (ha : 0 < a) {u u' : ℝ → ℝ}
    (hu : ∀ r, a ≤ r → HasDerivWithinAt u (u' r) (Ici a) r)
    (hu' : ∀ r, a ≤ r → HasDerivWithinAt u' (-(u' r) / r + u r / r ^ 2) (Ici a) r) :
    ∃ C D : ℝ, ∀ r, a ≤ r → u r = C * r + D / r ∧ u' r = C - D / r ^ 2 := by
  have const : ∀ g : ℝ → ℝ, (∀ r, a ≤ r → HasDerivWithinAt g 0 (Ici a) r) →
      ∀ r, a ≤ r → g r = g a := fun g h r hr =>
    constant_of_has_deriv_right_zero
      (fun x hx => (h x hx.1).continuousWithinAt.mono Icc_subset_Ici_self)
      (fun x hx => (h x hx.1).mono (Ici_subset_Ici.2 hx.1)) r ⟨hr, le_rfl⟩
  have hid : ∀ r, HasDerivWithinAt (fun x : ℝ => x) 1 (Ici a) r :=
    fun r => (hasDerivAt_id' r).hasDerivWithinAt
  -- first integral u' + u / r
  have hP : ∀ r, a ≤ r → u' r + u r / r = u' a + u a / a := by
    refine const (fun x => u' x + u x / x) fun r hr => ?_
    have h0 : r ≠ 0 := (ha.trans_le hr).ne'
    have h : HasDerivWithinAt (fun x => u' x + u x / x)
        (-(u' r) / r + u r / r ^ 2 + (u' r * r - u r * 1) / r ^ 2) (Ici a) r :=
      (hu' r hr).add ((hu r hr).div (hid r) h0)
    refine h.congr_deriv ?_
    field_simp
    ring
  -- first integral r (u - r u')
  have hQ : ∀ r, a ≤ r → r * (u r - r * u' r) = a * (u a - a * u' a) := by
    refine const (fun x => x * (u x - x * u' x)) fun r hr => ?_
    have h0 : r ≠ 0 := (ha.trans_le hr).ne'
    have h : HasDerivWithinAt (fun x => x * (u x - x * u' x))
        (1 * (u r - r * u' r)
          + r * (u' r - (1 * u' r + r * (-(u' r) / r + u r / r ^ 2)))) (Ici a) r :=
      (hid r).mul ((hu r hr).sub ((hid r).mul (hu' r hr)))
    refine h.congr_deriv ?_
    field_simp
    ring
  refine ⟨(u' a + u a / a) / 2, a * (u a - a * u' a) / 2, fun r hr => ?_⟩
  have h0 : r ≠ 0 := (ha.trans_le hr).ne'
  rw [← hP r hr, ← hQ r hr]
  constructor <;> field_simp <;> ring
```

## Every dipolar solution has four terms

The solution lemma is applied twice, first to w, giving `α` and `β`, then to f minus the particular solution. The closing `linear_combination` steps move the particular solution back to the other side.

```lean
/-- For `a > 0`, every dipolar Stokes flow on `r ≥ a` has the four-term stream function. -/
theorem dipolar_general_solution {a : ℝ} (ha : 0 < a) {f f' w w' : ℝ → ℝ}
    (S : IsDipolarStokes a f f' w w') :
    ∃ A B C D : ℝ, ∀ r, a ≤ r →
      f r = stream A B C D r ∧ f' r = streamSlope A B C D r := by
  obtain ⟨α, β, hw⟩ := harmonic_dipole ha S.deriv_w S.laplace_w
  -- subtract a particular solution; the remainder is harmonic
  obtain ⟨C, D, h⟩ := harmonic_dipole ha
    (u := fun x => f x - stream (α / 8) (β / 2) 0 0 x)
    (u' := fun x => f' x - streamSlope (α / 8) (β / 2) 0 0 x)
    (fun r hr => (S.deriv_f r hr).sub
      (hasDerivAt_stream _ _ _ _ (ha.trans_le hr)).hasDerivWithinAt)
    (fun r hr => by
      have h0 : r ≠ 0 := (ha.trans_le hr).ne'
      refine ((S.laplace_f r hr).sub (hasDerivAt_streamSlope (α / 8) (β / 2) 0 0
        (ha.trans_le hr)).hasDerivWithinAt).congr_deriv ?_
      rw [(hw r hr).1]
      simp only [stream, streamSlope]
      field_simp
      ring)
  refine ⟨α / 8, β / 2, C, D, fun r hr => ?_⟩
  obtain ⟨h1, h2⟩ := h r hr
  simp only [stream, streamSlope] at h1 h2 ⊢
  exact ⟨by linear_combination h1, by linear_combination h2⟩
```

Conversely, every choice of the four coefficients solves the system. The amplitude w = 8A r + 2B/r is itself written as a `stream` with its first two coefficients zero.

```lean
/-- For `a > 0`, every four-term stream function is a dipolar Stokes flow on `r ≥ a`,
with `w = 8 A r + 2 B / r`. -/
theorem isDipolarStokes_witness {a : ℝ} (ha : 0 < a) (A B C D : ℝ) :
    IsDipolarStokes a (stream A B C D) (streamSlope A B C D)
      (stream 0 0 (8 * A) (2 * B)) (streamSlope 0 0 (8 * A) (2 * B)) := by
  refine ⟨fun r hr => (hasDerivAt_stream _ _ _ _ (ha.trans_le hr)).hasDerivWithinAt,
    fun r hr => ?_,
    fun r hr => (hasDerivAt_stream _ _ _ _ (ha.trans_le hr)).hasDerivWithinAt,
    fun r hr => ?_⟩
  all_goals
    have h0 : r ≠ 0 := (ha.trans_le hr).ne'
    refine (hasDerivAt_streamSlope _ _ _ _
      (ha.trans_le hr)).hasDerivWithinAt.congr_deriv ?_
    simp only [stream, streamSlope]
    field_simp
    ring
```

## The far field and the wall

In `far_field`, the limit is expressed by `Tendsto` along `atTop`, with `𝓝 U` for the neighbourhoods of U. The composition `h.comp hdbl` is the limit at radius 2r, and `hk` is the difference of the two limits after the D term has been absorbed. Multiplying by 1/r² isolates `A`; uniqueness of limits then gives both zeros.

```lean
/-- If `f(r) / r` has a finite limit at infinity, the cubic and the logarithmic terms
of the four-term stream function are absent. -/
theorem far_field {A B C D U : ℝ}
    (h : Tendsto (fun r => stream A B C D r / r) atTop (𝓝 U)) : A = 0 ∧ B = 0 := by
  have hdbl : Tendsto (fun r : ℝ => 2 * r) atTop atTop :=
    tendsto_id.const_mul_atTop (by norm_num)
  have hinv : ∀ E : ℝ, Tendsto (fun r : ℝ => E / r ^ 2) atTop (𝓝 0) := fun E =>
    tendsto_const_nhds.div_atTop (tendsto_pow_atTop two_ne_zero)
  -- compare the radii r and 2 r
  have hk : Tendsto (fun r : ℝ => 3 * A * r ^ 2 + B * Real.log 2) atTop (𝓝 0) := by
    have h2 := ((h.comp hdbl).sub h).add (hinv (3 / 4 * D))
    rw [sub_self, add_zero] at h2
    refine h2.congr' ?_
    filter_upwards [eventually_gt_atTop 0] with r hr
    have h0 : r ≠ 0 := hr.ne'
    simp only [Function.comp_apply, stream]
    rw [Real.log_mul two_ne_zero h0]
    field_simp
    ring
  have hA : A = 0 := by
    have h3 : Tendsto (fun _ : ℝ => 3 * A) atTop (𝓝 (0 * 0 - 0)) := by
      refine ((hk.mul (hinv 1)).sub (hinv (B * Real.log 2))).congr' ?_
      filter_upwards [eventually_gt_atTop 0] with r hr
      have h0 : r ≠ 0 := hr.ne'
      field_simp
      ring
    have e := tendsto_nhds_unique tendsto_const_nhds h3
    linarith
  have hB : Tendsto (fun _ : ℝ => B * Real.log 2) atTop (𝓝 0) :=
    hk.congr fun r => by rw [hA]; ring
  have e := tendsto_nhds_unique tendsto_const_nhds hB
  exact ⟨hA, (mul_eq_zero.1 e).resolve_right (Real.log_pos one_lt_two).ne'⟩
```

With `A` and `B` gone, the wall conditions read C a + D/a = 0 and C − D/a² = 0. The second gives D = C a², and the first becomes 2C a = 0. Here the slope condition uses the ordinary two-sided `deriv`, since the explicit formula is also smooth just inside r = a.

```lean
/-- If the four-term stream function and its derivative vanish at `a > 0` and `f(r) / r` has
a finite limit at infinity, then all four coefficients vanish. -/
theorem coefficients_vanish {a A B C D U : ℝ} (ha : 0 < a)
    (h0 : stream A B C D a = 0) (h1 : deriv (stream A B C D) a = 0)
    (hU : Tendsto (fun r => stream A B C D r / r) atTop (𝓝 U)) :
    A = 0 ∧ B = 0 ∧ C = 0 ∧ D = 0 := by
  obtain ⟨rfl, rfl⟩ := far_field hU
  rw [(hasDerivAt_stream _ _ _ _ ha).deriv] at h1
  simp only [stream, streamSlope] at h0 h1
  -- the two wall conditions fix C and D
  have hq : D / a ^ 2 = C := by linarith
  have hD : D = C * a ^ 2 := (div_eq_iff (pow_ne_zero 2 ha.ne')).1 hq
  have hDa : D / a = C * a := by
    rw [hD, div_eq_iff ha.ne']
    ring
  have hCa : C * a = 0 := by linarith
  have hC : C = 0 := (mul_eq_zero.1 hCa).resolve_right ha.ne'
  exact ⟨rfl, rfl, hC, by rw [hD, hC, zero_mul]⟩
```

The main theorem no longer assumes the four-term formula. It takes any solution of the system, obtains the coefficients from `dipolar_general_solution`, and transfers the wall values and the limit to them. Since all four vanish, f is zero on r ≥ a, and uniqueness of limits gives U = 0.

```lean
/-- **Stokes paradox.** If a dipolar Stokes flow outside a disc of radius `a > 0` obeys no-slip
at the wall and `f(r) / r` tends to a finite `U`, then `U = 0` and `f` vanishes on `r ≥ a`. -/
theorem stokes_paradox {a U : ℝ} (ha : 0 < a) {f f' w w' : ℝ → ℝ}
    (S : IsDipolarStokes a f f' w w') (h0 : f a = 0) (h1 : f' a = 0)
    (hU : Tendsto (fun r => f r / r) atTop (𝓝 U)) :
    U = 0 ∧ ∀ r, a ≤ r → f r = 0 := by
  obtain ⟨A, B, C, D, hS⟩ := dipolar_general_solution ha S
  have hlim : Tendsto (fun r => stream A B C D r / r) atTop (𝓝 U) := by
    refine hU.congr' ?_
    filter_upwards [eventually_ge_atTop a] with r hr
    rw [(hS r hr).1]
  obtain ⟨rfl, rfl, rfl, rfl⟩ := coefficients_vanish ha
    ((hS a le_rfl).1.symm.trans h0)
    ((hasDerivAt_stream _ _ _ _ ha).deriv.trans ((hS a le_rfl).2.symm.trans h1)) hlim
  have hf : ∀ r, a ≤ r → f r = 0 := fun r hr => by
    rw [(hS r hr).1]
    simp [stream]
  refine ⟨tendsto_nhds_unique hU (tendsto_const_nhds.congr' ?_), hf⟩
  filter_upwards [eventually_ge_atTop a] with r hr
  rw [hf r hr, zero_div]
```

## Logarithmic growth permits a nonzero flow

Suppose the requirement of a finite limit is removed. For a = 1 and B = 1, take

f(r) = r log r − r/2 + 1/(2r).

Then f(1) = 0, and f'(r) = log r + 1/2 − 1/(2r²) vanishes at r = 1 as well. The flow is not zero, and

f(r)/r = log r − 1/2 + 1/(2r²)

grows without bound. Thus the conclusion already fails if f(r)/r is allowed to grow like log r.

The last theorem states the wall conditions and the growth for every a > 0 and B > 0; that the function solves the Stokes system follows from `isDipolarStokes_witness`. Its proof checks the two wall values by algebra, then writes f(r)/r as a divergent logarithm plus a term with a finite limit.

```lean
/-- For `a > 0` and `B > 0`, the stream function
`B (r log r - (log a + 1/2) r + a² / (2 r))` obeys no-slip at `a`, and `f(r) / r` grows
without bound. -/
theorem logarithmic_flow {a B : ℝ} (ha : 0 < a) (hB : 0 < B) :
    stream 0 B (-B * (Real.log a + 1 / 2)) (B * a ^ 2 / 2) a = 0 ∧
    deriv (stream 0 B (-B * (Real.log a + 1 / 2)) (B * a ^ 2 / 2)) a = 0 ∧
    Tendsto (fun r => stream 0 B (-B * (Real.log a + 1 / 2)) (B * a ^ 2 / 2) r / r)
      atTop atTop := by
  have h0 : a ≠ 0 := ha.ne'
  refine ⟨?_, ?_, ?_⟩
  · simp only [stream]
    field_simp
    ring
  · rw [(hasDerivAt_stream _ _ _ _ ha).deriv]
    simp only [streamSlope]
    field_simp <;> ring
  · have hinv : Tendsto (fun r : ℝ => (B * a ^ 2 / 2) / r ^ 2) atTop (𝓝 0) :=
      tendsto_const_nhds.div_atTop (tendsto_pow_atTop two_ne_zero)
    have hlog : Tendsto (fun r : ℝ => B * Real.log r) atTop atTop :=
      Real.tendsto_log_atTop.const_mul_atTop hB
    refine (hlog.atTop_add (hinv.const_add (-B * (Real.log a + 1 / 2)))).congr' ?_
    filter_upwards [eventually_gt_atTop 0] with r hr
    have hr0 : r ≠ 0 := hr.ne'
    simp only [stream]
    field_simp <;> ring

end

end StokesParadox
```

```lean
#print axioms StokesParadox.stokes_paradox
#print axioms StokesParadox.logarithmic_flow
```

```
'StokesParadox.stokes_paradox' depends on axioms: [propext, Classical.choice, Quot.sound]
'StokesParadox.logarithmic_flow' depends on axioms: [propext, Classical.choice, Quot.sound]
```
